# A group containing the d-glide {diag(1,1,−1) | (1/4,1/4,0)} has the lattice translation (1/2,1/2,0)

## Seitz operators in fractional coordinates

Positions are real coordinate vectors x = (x₀, x₁, x₂) with respect to the conventional cell, with indices starting at 0. A Seitz operator {W|w} consists of an invertible real 3×3 matrix W and a shift vector w, and acts by

x ↦ Wx + w.

Applying {B|b} first and {A|a} second gives the product law

{A|a}{B|b} = {AB | Ab + a}.

Let G be a group of such operators. Its translation lattice T(G) is the set of all vectors t with {1|t} in G, where 1 is the identity matrix. Three lattices are compared with it:

- P = Z³, the primitive lattice;
- I = Z³ + Z(1/2,1/2,1/2), the body-centred lattice;
- F = Z³ + Z(0,1/2,1/2) + Z(1/2,0,1/2), the face-centred lattice.

The third cell axis is taken to be perpendicular to the other two. The d-glide considered here then reflects in the plane x₂ = 0 and shifts by a quarter of each in-plane cell vector:

d = {M | (1/4,1/4,0)}, M = diag(1,1,−1).

## The forced translation and the lattices it excludes

If d is in G, then

(1/2,1/2,0) ∈ T(G).

Consequently T(G) is neither P nor I. The lattice F contains this vector, and there is a group that contains d and has exactly F as its translation lattice.

## Checking a declared centring against an operator list

A symmetry routine often stores one operator per coset of the translation lattice and reduces shifts modulo that lattice. If an input declares a P or I lattice and lists d, the product of d with itself leaves a translation that the declared lattice doesn't contain. The input is then inconsistent: the operator and the declared lattice can't both be right. If the operator and all the declared translations are genuine symmetries of the crystal, the centring is incomplete and the true primitive cell is smaller than the declared one. A declared I lattice may also simply be the wrong centring.

The translation also affects structure factors: for an exactly periodic density invariant under a group containing d, the Fourier coefficients with h + k odd vanish, with h, k, l referred to the conventional cell.

## From the squared glide to a face-centred group

Let {W|w} be in G with W² = 1. Its square is

{W|w}{W|w} = {W² | Ww + w} = {1 | w + Ww},

so w + Ww is in T(G). For d, the mirror leaves the shift unchanged, and

w + Mw = (1/4,1/4,0) + (1/4,1/4,0) = (1/2,1/2,0).

This vector is not in P, because 1/2 is not an integer. If it were in I, there would be an integer vector p and an integer k with

(1/2,1/2,0) = p + k(1/2,1/2,1/2).

Coordinates 0 and 2 read p₀ + k/2 = 1/2 and p₂ + k/2 = 0. Subtracting them gives p₀ − p₂ = 1/2, which is impossible for integers.

The face-centred lattice does contain the vector:

(1/2,1/2,0) = (0,0,−1) + (0,1/2,1/2) + (1/2,0,1/2).

To obtain a group on F, a second necessary condition is needed. For t in T(G),

{W|w}{1|t} = {W | Wt + w} = {1|Wt}{W|w}.

Hence {1|Wt} = {W|w}{1|t}{W|w}⁻¹ is in G, and W maps T(G) into itself.

For W² = 1 and W ≠ 1, the two conditions are also sufficient. Let L be an additive group of vectors that W maps into itself and that contains w + Ww. Take all operators {1|t} and {W|t + w} with t in L. For s and t in L, the products are

{1|s}{1|t} = {1 | t + s},

{1|s}{W|t + w} = {W | (t + s) + w},

{W|s + w}{1|t} = {W | (Wt + s) + w},

{W|s + w}{W|t + w} = {1 | Wt + s + (w + Ww)}.

The inverses are {1|−s} and

{W|s + w}⁻¹ = {W | (−Ws − (w + Ww)) + w}.

All of these have the required form, so the set is a group. Since W ≠ 1, operators of the second kind are never pure translations, and the translation group is exactly L.

It remains to check that M maps F into itself. Write t = p + a(0,1/2,1/2) + b(1/2,0,1/2) with p an integer vector and a, b integers. Then

Mt = (p₀, p₁, −p₂ − a − b) + a(0,1/2,1/2) + b(1/2,0,1/2),

which is again in F. The criterion therefore supplies the group.

In a tetragonal or cubic cell, the same argument gives a d-glide on the body-centred lattice with the mirror plane x₀ = x₁. Let W exchange x₀ and x₁, and take w = (1/4,1/4,1/4). Then w + Ww = (1/2,1/2,1/2), which is in I, and W maps I into itself. The exclusion of I thus doesn't extend to all d-glides, and a code should not reject every d-glide on a body-centred lattice.

## The Lean source

```lean
import Mathlib

open Matrix

namespace GlidePlaneLattice

noncomputable section

/-- Coordinate vectors with respect to the conventional cell. -/
abbrev Vec := Fin 3 → ℝ

/-- Real three-by-three matrices. -/
abbrev Mat := Matrix (Fin 3) (Fin 3) ℝ

/-- A Seitz operator: an invertible linear part and a shift vector. -/
@[ext]
structure Seitz where
  rot : Matˣ
  shift : Vec

/-- Seitz operators form a group under composition of the maps `x ↦ W x + w`. -/
instance : Group Seitz where
  mul a b := ⟨a.rot * b.rot, (a.rot : Mat) *ᵥ b.shift + a.shift⟩
  one := ⟨1, 0⟩
  inv a := ⟨a.rot⁻¹, -(((a.rot⁻¹ : Matˣ) : Mat) *ᵥ a.shift)⟩
  mul_assoc a b c := Seitz.ext (mul_assoc _ _ _) (by
    show ((a.rot * b.rot : Matˣ) : Mat) *ᵥ c.shift + ((a.rot : Mat) *ᵥ b.shift + a.shift)
      = (a.rot : Mat) *ᵥ ((b.rot : Mat) *ᵥ c.shift + b.shift) + a.shift
    rw [Units.val_mul, Matrix.mulVec_add, Matrix.mulVec_mulVec, add_assoc])
  one_mul a := Seitz.ext (one_mul _) (by
    show ((1 : Matˣ) : Mat) *ᵥ a.shift + 0 = a.shift
    simp)
  mul_one a := Seitz.ext (mul_one _) (by
    show (a.rot : Mat) *ᵥ (0 : Vec) + a.shift = a.shift
    simp)
  inv_mul_cancel a := Seitz.ext (inv_mul_cancel _) (add_neg_cancel _)

/-- The Seitz product law `{A|a}{B|b} = {AB|Ab + a}`. -/
theorem seitz_mul (A B : Matˣ) (a b : Vec) :
    (⟨A, a⟩ : Seitz) * ⟨B, b⟩ = ⟨A * B, (A : Mat) *ᵥ b + a⟩ := rfl

/-- The inverse of a Seitz operator is `{A⁻¹|-A⁻¹a}`. -/
theorem seitz_inv (A : Matˣ) (a : Vec) :
    (⟨A, a⟩ : Seitz)⁻¹ = ⟨A⁻¹, -(((A⁻¹ : Matˣ) : Mat) *ᵥ a)⟩ := rfl

/-- The translation lattice of a group of Seitz operators: all `t` with `{1|t}` in the group. -/
def translations (G : Subgroup Seitz) : AddSubgroup Vec where
  carrier := {t | (⟨1, t⟩ : Seitz) ∈ G}
  zero_mem' := G.one_mem
  add_mem' := by
    intro a b ha hb
    have ha' : (⟨1, a⟩ : Seitz) ∈ G := ha
    have hb' : (⟨1, b⟩ : Seitz) ∈ G := hb
    have h := G.mul_mem ha' hb'
    rw [seitz_mul, one_mul, Units.val_one, Matrix.one_mulVec, add_comm] at h
    exact h
  neg_mem' := by
    intro a ha
    have ha' : (⟨1, a⟩ : Seitz) ∈ G := ha
    have h := G.inv_mem ha'
    rw [seitz_inv, inv_one, Units.val_one, Matrix.one_mulVec] at h
    exact h

/-- If `{W|w}` lies in the group and `W² = 1`, then `w + Ww` is a lattice translation. -/
theorem glide_sq_mem (G : Subgroup Seitz) (W : Matˣ) (w : Vec) (hW : W * W = 1)
    (hg : (⟨W, w⟩ : Seitz) ∈ G) : w + (W : Mat) *ᵥ w ∈ translations G := by
  have h := G.mul_mem hg hg
  rw [seitz_mul, hW, add_comm] at h
  exact h

/-- The linear part of every operator in the group maps lattice translations to lattice
translations. -/
theorem rot_mem (G : Subgroup Seitz) (W : Matˣ) (w t : Vec)
    (hg : (⟨W, w⟩ : Seitz) ∈ G) (ht : t ∈ translations G) :
    (W : Mat) *ᵥ t ∈ translations G := by
  have ht' : (⟨1, t⟩ : Seitz) ∈ G := ht
  -- conjugating a translation by the operator applies its linear part to the translation vector
  have e : (⟨1, (W : Mat) *ᵥ t⟩ : Seitz) * ⟨W, w⟩ = ⟨W, w⟩ * ⟨1, t⟩ := by
    rw [seitz_mul, seitz_mul, one_mul, mul_one, Units.val_one, Matrix.one_mulVec, add_comm]
  show (⟨1, (W : Mat) *ᵥ t⟩ : Seitz) ∈ G
  rw [eq_mul_inv_of_mul_eq e]
  exact G.mul_mem (G.mul_mem hg ht') (G.inv_mem hg)

/-- The group made of the translations `{1|t}` and the operators `{W|t + w}` with `t` in `L`. -/
def glideGroup (W : Matˣ) (w : Vec) (L : AddSubgroup Vec) (hW : W * W = 1)
    (hL : ∀ t ∈ L, (W : Mat) *ᵥ t ∈ L) (hw : w + (W : Mat) *ᵥ w ∈ L) : Subgroup Seitz where
  carrier := {g | (∃ t ∈ L, g = ⟨1, t⟩) ∨ ∃ t ∈ L, g = ⟨W, t + w⟩}
  one_mem' := Or.inl ⟨0, L.zero_mem, rfl⟩
  mul_mem' := by
    rintro _ _ (⟨s, hs, rfl⟩ | ⟨s, hs, rfl⟩) (⟨t, ht, rfl⟩ | ⟨t, ht, rfl⟩)
    · exact Or.inl ⟨t + s, L.add_mem ht hs, by
        rw [seitz_mul, one_mul, Units.val_one, Matrix.one_mulVec]⟩
    · exact Or.inr ⟨t + s, L.add_mem ht hs, by
        rw [seitz_mul, one_mul, Units.val_one, Matrix.one_mulVec, add_right_comm]⟩
    · exact Or.inr ⟨(W : Mat) *ᵥ t + s, L.add_mem (hL t ht) hs, by
        rw [seitz_mul, mul_one, add_assoc]⟩
    · -- two operators with linear part `W` compose to a translation
      exact Or.inl ⟨(W : Mat) *ᵥ t + s + (w + (W : Mat) *ᵥ w),
        L.add_mem (L.add_mem (hL t ht) hs) hw, by
          rw [seitz_mul, hW, Matrix.mulVec_add]
          congr 1
          abel⟩
  inv_mem' := by
    have hinv : W⁻¹ = W := inv_eq_of_mul_eq_one_right hW
    rintro _ (⟨s, hs, rfl⟩ | ⟨s, hs, rfl⟩)
    · exact Or.inl ⟨-s, L.neg_mem hs, by
        rw [seitz_inv, inv_one, Units.val_one, Matrix.one_mulVec]⟩
    · exact Or.inr ⟨-((W : Mat) *ᵥ s) - (w + (W : Mat) *ᵥ w),
        L.sub_mem (L.neg_mem (hL s hs)) hw, by
          rw [seitz_inv, hinv, Matrix.mulVec_add]
          congr 1
          abel⟩

/-- For `W² = 1`, `W ≠ 1`, a group with translation group `L` containing `{W|w}` exists exactly
when `W` maps `L` into itself and `w + Ww` lies in `L`. -/
theorem exists_group_iff (W : Matˣ) (w : Vec) (L : AddSubgroup Vec)
    (hW : W * W = 1) (hne : W ≠ 1) :
    (∃ G : Subgroup Seitz, translations G = L ∧ (⟨W, w⟩ : Seitz) ∈ G) ↔
      (∀ t ∈ L, (W : Mat) *ᵥ t ∈ L) ∧ w + (W : Mat) *ᵥ w ∈ L := by
  constructor
  · rintro ⟨G, rfl, hg⟩
    exact ⟨fun t ht => rot_mem G W w t hg ht, glide_sq_mem G W w hW hg⟩
  · rintro ⟨hL, hw⟩
    refine ⟨glideGroup W w L hW hL hw, ?_, Or.inr ⟨0, L.zero_mem, by rw [zero_add]⟩⟩
    ext t
    constructor
    · rintro (⟨s, hs, h⟩ | ⟨s, hs, h⟩)
      · have e : t = s := congrArg Seitz.shift h
        rw [e]
        exact hs
      · exact (hne (congrArg Seitz.rot h).symm).elim
    · exact fun ht => Or.inl ⟨t, ht, rfl⟩

/-- The mirror `diag(1,1,-1)`, which is its own inverse. -/
def mirrorZ : Matˣ :=
  have h : (Matrix.diagonal ![1, 1, -1] : Mat) * Matrix.diagonal ![1, 1, -1] = 1 := by
    rw [Matrix.diagonal_mul_diagonal, ← Matrix.diagonal_one]
    congr 1
    ext i
    fin_cases i <;> simp
  ⟨Matrix.diagonal ![1, 1, -1], Matrix.diagonal ![1, 1, -1], h, h⟩

/-- The d-glide `{diag(1,1,-1)|(1/4,1/4,0)}`. -/
def dGlide : Seitz := ⟨mirrorZ, ![1/4, 1/4, 0]⟩

/-- The primitive lattice of vectors with integer coordinates. -/
def latticeP : AddSubgroup Vec where
  carrier := {t | ∀ i, ∃ n : ℤ, t i = n}
  zero_mem' := fun i => ⟨0, by simp⟩
  add_mem' := by
    intro a b ha hb i
    obtain ⟨m, hm⟩ := ha i
    obtain ⟨n, hn⟩ := hb i
    exact ⟨m + n, by simp [hm, hn]⟩
  neg_mem' := by
    intro a ha i
    obtain ⟨m, hm⟩ := ha i
    exact ⟨-m, by simp [hm]⟩

/-- The body-centred lattice, with centring vector `(1/2,1/2,1/2)`. -/
def latticeI : AddSubgroup Vec := latticeP ⊔ AddSubgroup.zmultiples ![1/2, 1/2, 1/2]

/-- The face-centred lattice, generated over the primitive one by `(0,1/2,1/2)` and
`(1/2,0,1/2)`. -/
def latticeF : AddSubgroup Vec :=
  latticeP ⊔ (AddSubgroup.zmultiples ![0, 1/2, 1/2] ⊔ AddSubgroup.zmultiples ![1/2, 0, 1/2])

/-- The mirror reverses the third coordinate and keeps the other two. -/
theorem mirrorZ_mulVec (t : Vec) : (mirrorZ : Mat) *ᵥ t = ![t 0, t 1, -t 2] := by
  ext i
  fin_cases i <;> simp [mirrorZ, Matrix.mulVec_diagonal]

/-- A group of Seitz operators that contains the d-glide has the lattice translation
`(1/2,1/2,0)`. -/
theorem half_mem_of_dGlide (G : Subgroup Seitz) (hg : dGlide ∈ G) :
    ![1/2, 1/2, 0] ∈ translations G := by
  have h := glide_sq_mem G mirrorZ ![1/4, 1/4, 0] (Units.ext mirrorZ.val_inv) hg
  have e : (![1/2, 1/2, 0] : Vec) = ![1/4, 1/4, 0] + (mirrorZ : Mat) *ᵥ ![1/4, 1/4, 0] := by
    rw [mirrorZ_mulVec]
    ext i
    fin_cases i <;> simp <;> norm_num
  rw [e]
  exact h

/-- The translation lattice of a group containing the d-glide is neither the primitive nor the
body-centred lattice. -/
theorem dGlide_excludes_P_and_I (G : Subgroup Seitz) (hg : dGlide ∈ G) :
    translations G ≠ latticeP ∧ translations G ≠ latticeI := by
  have h := half_mem_of_dGlide G hg
  constructor
  · intro e
    rw [e] at h
    obtain ⟨n, hn⟩ := h 0
    have hn' : (1/2 : ℝ) = n := hn
    have h1 : 2 * n = 1 := by
      exact_mod_cast (by linarith : 2 * (n : ℝ) = 1)
    omega
  · intro e
    rw [e] at h
    obtain ⟨p, hp, z, hz, he⟩ := AddSubgroup.mem_sup.1 h
    obtain ⟨k, rfl⟩ := AddSubgroup.mem_zmultiples_iff.1 hz
    obtain ⟨m, hm⟩ := hp 0
    obtain ⟨n, hn⟩ := hp 2
    -- first and third coordinates would have to differ by an integer
    have h0 : p 0 + k * (1/2) = 1/2 := by simpa using congrFun he 0
    have h2 : p 2 + k * (1/2) = 0 := by simpa using congrFun he 2
    have h1 : 2 * (m - n) = 1 := by
      exact_mod_cast (by linarith : 2 * ((m : ℝ) - n) = 1)
    omega

/-- The face-centred lattice contains `(1/2,1/2,0)`. -/
theorem half_mem_latticeF : ![1/2, 1/2, 0] ∈ latticeF := by
  have hP : (![0, 0, -1] : Vec) ∈ latticeP := by
    show ∀ i : Fin 3, ∃ n : ℤ, (![0, 0, -1] : Vec) i = n
    intro i
    fin_cases i
    · exact ⟨0, by simp⟩
    · exact ⟨0, by simp⟩
    · exact ⟨-1, by simp⟩
  refine AddSubgroup.mem_sup.2 ⟨_, hP, ![0, 1/2, 1/2] + ![1/2, 0, 1/2],
    AddSubgroup.mem_sup.2 ⟨_, AddSubgroup.mem_zmultiples _, _,
      AddSubgroup.mem_zmultiples _, rfl⟩, ?_⟩
  ext i
  fin_cases i <;> norm_num

/-- There is a group of Seitz operators that contains the d-glide and whose translation lattice
is exactly the face-centred lattice. -/
theorem dGlide_realised_on_F :
    ∃ G : Subgroup Seitz, translations G = latticeF ∧ dGlide ∈ G := by
  have hne : mirrorZ ≠ 1 := by
    intro h
    have h22 := congrArg (fun U : Matˣ => (U : Mat) 2 2) h
    norm_num [mirrorZ] at h22
    have h3 : (-1 : ℝ) = 1 := h22
    norm_num at h3
  refine (exists_group_iff mirrorZ ![1/4, 1/4, 0] latticeF
    (Units.ext mirrorZ.val_inv) hne).2 ⟨?_, ?_⟩
  · -- reflection changes a face-centred vector by an integer vector
    intro t ht
    obtain ⟨p, hp, q, hq, rfl⟩ := AddSubgroup.mem_sup.1 ht
    obtain ⟨x, hx, y, hy, rfl⟩ := AddSubgroup.mem_sup.1 hq
    obtain ⟨a, rfl⟩ := AddSubgroup.mem_zmultiples_iff.1 hx
    obtain ⟨b, rfl⟩ := AddSubgroup.mem_zmultiples_iff.1 hy
    obtain ⟨n, hn⟩ := hp 2
    have hP : (![p 0, p 1, -p 2 - a - b] : Vec) ∈ latticeP := by
      show ∀ i : Fin 3, ∃ n : ℤ, (![p 0, p 1, -p 2 - a - b] : Vec) i = n
      intro i
      fin_cases i
      · exact hp 0
      · exact hp 1
      · exact ⟨-n - a - b, by simp [hn]⟩
    refine AddSubgroup.mem_sup.2 ⟨_, hP, _, hq, ?_⟩
    rw [mirrorZ_mulVec]
    ext i
    fin_cases i <;> simp
    ring
  · have e : (![1/4, 1/4, 0] : Vec) + (mirrorZ : Mat) *ᵥ ![1/4, 1/4, 0] = ![1/2, 1/2, 0] := by
      rw [mirrorZ_mulVec]
      ext i
      fin_cases i <;> simp <;> norm_num
    rw [e]
    exact half_mem_latticeF

end

end GlidePlaneLattice
```

```lean
#print axioms GlidePlaneLattice.half_mem_of_dGlide
#print axioms GlidePlaneLattice.dGlide_excludes_P_and_I
#print axioms GlidePlaneLattice.dGlide_realised_on_F
```

```
'GlidePlaneLattice.half_mem_of_dGlide' depends on axioms: [propext, Classical.choice, Quot.sound]
'GlidePlaneLattice.dGlide_excludes_P_and_I' depends on axioms: [propext, Classical.choice, Quot.sound]
'GlidePlaneLattice.dGlide_realised_on_F' depends on axioms: [propext, Classical.choice, Quot.sound]
```

## Groups and lattices as Lean objects

`Vec` is the type of real coordinate triples, and `Seitz` pairs an invertible matrix `rot` with a vector `shift`. The `Group Seitz` instance fixes the composition order given above, which `seitz_mul` states explicitly. A group G of operators is a `Subgroup Seitz`, and T(G) is `translations G`. The symbol `*ᵥ` denotes a matrix acting on a vector.

The lattices P, I and F are `latticeP`, `latticeI` and `latticeF`. In the last two, `⊔` forms the additive group generated by its parts, and `AddSubgroup.zmultiples` gives the integer multiples of a centring vector.

The theorem `half_mem_of_dGlide` says that for every `G` with `dGlide ∈ G`, the vector (1/2,1/2,0) belongs to `translations G`. Under the same hypothesis, `dGlide_excludes_P_and_I` states the two inequalities of lattices. The statement `half_mem_latticeF` is membership in F, and `dGlide_realised_on_F` asserts that a suitable group exists.

## Squaring, conjugation and two cosets in the proof

`glide_sq_mem` multiplies the operator by itself and rewrites with the product law. `rot_mem` proves the conjugation identity as the equation `e`, then solves it for the translation {1|Wt}.

`glideGroup` builds the two-coset group. Its `rintro` patterns split multiplication into the four products listed above and inversion into two cases; `abel` rearranges the sums of vectors. `exists_group_iff` combines the necessary conditions with this construction. In its converse direction, comparing the `rot` fields rules out a translation from the second coset, which is where `hne` is used.

For the exclusion, the proof extracts integer coordinates and reaches 2n = 1 for P and 2(m − n) = 1 for I, with m = p₀ and n = p₂. `exact_mod_cast` transfers these equations from real numbers to integers, and `omega` refutes them. The face-centred proofs supply the explicit decompositions of (1/2,1/2,0) and Mt, which are then checked coordinate by coordinate.

## Exact coordinates and general translation groups

The theorems concern exact real coordinates. They do not verify a symmetry program, choose a tolerance for rounded shifts, or show that a given crystal structure has the d-glide.

The exclusion holds for any group of Seitz operators containing d, with no assumption that the group is discrete or that its matrices preserve a metric. For the same reason, `translations G` need not be a crystallographic lattice: it can be dense, for example. The group constructed on F has only the identity and the mirror as linear parts; it is not a classification of the space groups that contain d.

Excluding P and I does not single out F. The lattice Z³ + Z(1/2,1/2,0) also contains the forced translation and is mapped into itself by M, so a consistency check should test the vector itself and not demand face centring.

The definition `dGlide` places the mirror plane at x₂ = 0. For a parallel plane at another height, the shift has a third component, which cancels in w + Mw; `glide_sq_mem` applies to that operator directly.
